# Hamiltonian cumulants of two non-interacting fragments add in a product state

Two molecules too far apart to interact have a mean total energy equal to the sum of their separate means, but the mean of the squared energy generally does not split this way. The Lean file below shows that, for finite matrices and a product of unit vectors, the cumulants formed from such moments add at every positive order.

```lean
import Mathlib

open Matrix
open scoped Kronecker

namespace CumulantAdditivity

noncomputable section

/-- The cumulants of a moment sequence `M` with `M 0 = 1`, obtained by solving the moment-cumulant
recursion for its highest cumulant; the entry of index zero is set to zero by convention. -/
def cumulant (M : ℕ → ℂ) : ℕ → ℂ
  | 0 => 0
  | n + 1 => M (n + 1) - ∑ k : Fin n, (n.choose k : ℂ) * cumulant M (k + 1) * M (n - k)
termination_by n => n
decreasing_by exact Nat.succ_lt_succ k.isLt

/-- For moments with `M 0 = 1`, the cumulants satisfy the moment-cumulant recursion. -/
theorem moment_succ (M : ℕ → ℂ) (h0 : M 0 = 1) (n : ℕ) :
    M (n + 1) = ∑ k ∈ Finset.range (n + 1),
      (n.choose k : ℂ) * cumulant M (k + 1) * M (n - k) := by
  have hK : cumulant M (n + 1) = M (n + 1) -
      ∑ k : Fin n, (n.choose k : ℂ) * cumulant M (k + 1) * M (n - k) := by
    rw [cumulant]
  rw [Finset.sum_range_succ, Nat.sub_self, h0, Nat.choose_self, Finset.sum_range, hK,
    Nat.cast_one]
  ring

/-- For moments with `M 0 = 1`, any sequence that satisfies the moment-cumulant recursion
agrees with the cumulants at every positive order. -/
theorem cumulant_unique (M K : ℕ → ℂ) (h0 : M 0 = 1)
    (hK : ∀ n, M (n + 1) = ∑ k ∈ Finset.range (n + 1),
      (n.choose k : ℂ) * K (k + 1) * M (n - k)) (n : ℕ) :
    K (n + 1) = cumulant M (n + 1) := by
  induction n using Nat.strong_induction_on with
  | _ n ih =>
    have h1 := hK n
    have h2 := moment_succ M h0 n
    rw [Finset.sum_range_succ] at h1 h2
    -- all lower cumulants agree, so the highest ones must agree too
    have hs : ∑ k ∈ Finset.range n, (n.choose k : ℂ) * K (k + 1) * M (n - k) =
        ∑ k ∈ Finset.range n, (n.choose k : ℂ) * cumulant M (k + 1) * M (n - k) :=
      Finset.sum_congr rfl fun k hk => by rw [ih k (Finset.mem_range.mp hk)]
    rw [hs] at h1
    simp only [Nat.choose_self, Nat.sub_self, h0, Nat.cast_one, one_mul, mul_one] at h1 h2
    linear_combination h2 - h1

/-- The exponential generating function of a sequence, as a formal power series. -/
def egf (f : ℕ → ℂ) : PowerSeries ℂ :=
  PowerSeries.mk fun n => f n / (n.factorial : ℂ)

/-- The product of two exponential generating functions generates the binomial convolution. -/
theorem egf_mul (f g : ℕ → ℂ) :
    egf f * egf g = egf fun n => ∑ k ∈ Finset.range (n + 1),
      (n.choose k : ℂ) * f k * g (n - k) := by
  ext n
  rw [PowerSeries.coeff_mul, Finset.Nat.sum_antidiagonal_eq_sum_range_succ_mk]
  simp only [egf, PowerSeries.coeff_mk, Finset.sum_div]
  refine Finset.sum_congr rfl fun k hk => ?_
  have hk' : k ≤ n := Nat.lt_succ_iff.mp (Finset.mem_range.mp hk)
  have h1 : (n.factorial : ℂ) ≠ 0 := Nat.cast_ne_zero.mpr n.factorial_ne_zero
  have h2 : (k.factorial : ℂ) ≠ 0 := Nat.cast_ne_zero.mpr k.factorial_ne_zero
  have h3 : ((n - k).factorial : ℂ) ≠ 0 := Nat.cast_ne_zero.mpr (n - k).factorial_ne_zero
  rw [Nat.cast_choose ℂ hk']
  field_simp

/-- Differentiating an exponential generating function shifts its sequence by one order. -/
theorem derivative_egf (f : ℕ → ℂ) :
    PowerSeries.derivative ℂ (egf f) = egf fun n => f (n + 1) := by
  ext n
  have h1 : (n.factorial : ℂ) ≠ 0 := Nat.cast_ne_zero.mpr n.factorial_ne_zero
  have h2 : (n : ℂ) + 1 ≠ 0 := Nat.cast_add_one_ne_zero n
  rw [PowerSeries.coeff_derivative]
  simp only [egf, PowerSeries.coeff_mk, Nat.factorial_succ, Nat.cast_mul, Nat.cast_add,
    Nat.cast_one]
  field_simp

/-- If two moment sequences start with one, the cumulants of their binomial convolution are,
at every positive order, the sums of their cumulants. -/
theorem cumulant_convolution (M N P : ℕ → ℂ) (hM : M 0 = 1) (hN : N 0 = 1)
    (hP : ∀ n, P n = ∑ k ∈ Finset.range (n + 1), (n.choose k : ℂ) * M k * N (n - k))
    (n : ℕ) : cumulant P (n + 1) = cumulant M (n + 1) + cumulant N (n + 1) := by
  have hP0 : P 0 = 1 := by rw [hP]; simp [hM, hN]
  have hprod : egf P = egf M * egf N := by
    rw [egf_mul]
    exact congrArg egf (funext hP)
  -- the recursion as a differential equation for the generating function
  have shift : ∀ F : ℕ → ℂ, F 0 = 1 →
      egf (fun n => F (n + 1)) = egf (fun n => cumulant F (n + 1)) * egf F := by
    intro F hF
    rw [egf_mul]
    exact congrArg egf (funext (moment_succ F hF))
  have hadd : egf (fun n => cumulant M (n + 1) + cumulant N (n + 1)) =
      egf (fun n => cumulant M (n + 1)) + egf (fun n => cumulant N (n + 1)) := by
    ext n
    simp only [egf, PowerSeries.coeff_mk, map_add, add_div]
  -- the Leibniz rule adds the two logarithmic derivatives
  have key : egf (fun n => P (n + 1)) =
      egf (fun n => cumulant M (n + 1) + cumulant N (n + 1)) * egf P := by
    rw [← derivative_egf P, hprod, Derivation.leibniz, derivative_egf M, derivative_egf N,
      shift M hM, shift N hN, hadd]
    simp only [smul_eq_mul]
    ring
  rw [egf_mul] at key
  refine (cumulant_unique P (fun n => cumulant M n + cumulant N n) hP0 (fun j => ?_) n).symm
  have hj := congrArg (PowerSeries.coeff j) key
  simp only [egf, PowerSeries.coeff_mk] at hj
  exact (div_left_inj' (Nat.cast_ne_zero.mpr j.factorial_ne_zero)).mp hj

variable {m n : Type*} [Fintype m] [Fintype n]

/-- The product state of two fragment states. -/
def tensor (a : m → ℂ) (b : n → ℂ) : m × n → ℂ := fun p => a p.1 * b p.2

/-- In a product state, the expectation value of a product of fragment operators factorises. -/
theorem expectation_kronecker (A : Matrix m m ℂ) (B : Matrix n n ℂ) (a : m → ℂ) (b : n → ℂ) :
    star (tensor a b) ⬝ᵥ ((A ⊗ₖ B) *ᵥ tensor a b) =
      (star a ⬝ᵥ (A *ᵥ a)) * (star b ⬝ᵥ (B *ᵥ b)) := by
  have h : (A ⊗ₖ B) *ᵥ tensor a b = tensor (A *ᵥ a) (B *ᵥ b) := by
    ext p
    simp only [Matrix.mulVec, dotProduct, tensor, Matrix.kroneckerMap_apply,
      Fintype.sum_prod_type, Finset.sum_mul_sum]
    exact Finset.sum_congr rfl fun i _ => Finset.sum_congr rfl fun j _ => by ring
  rw [h]
  simp only [dotProduct, tensor, Pi.star_apply, Fintype.sum_prod_type, Finset.sum_mul_sum,
    star_mul']
  exact Finset.sum_congr rfl fun i _ => Finset.sum_congr rfl fun j _ => by ring

variable [DecidableEq m] [DecidableEq n]

/-- The `k`-th Hamiltonian moment `⟨ψ, H ^ k ψ⟩`. -/
def moment (H : Matrix m m ℂ) (ψ : m → ℂ) (k : ℕ) : ℂ := star ψ ⬝ᵥ ((H ^ k) *ᵥ ψ)

/-- The Hamiltonian of two non-interacting fragments (the Kronecker sum). -/
def kronSum (HA : Matrix m m ℂ) (HB : Matrix n n ℂ) : Matrix (m × n) (m × n) ℂ :=
  HA ⊗ₖ (1 : Matrix n n ℂ) + (1 : Matrix m m ℂ) ⊗ₖ HB

/-- The moments of two non-interacting fragments in a product state are the binomial
convolution of the fragment moments. -/
theorem moment_kronSum (HA : Matrix m m ℂ) (HB : Matrix n n ℂ) (a : m → ℂ) (b : n → ℂ)
    (N : ℕ) : moment (kronSum HA HB) (tensor a b) N = ∑ k ∈ Finset.range (N + 1),
      (N.choose k : ℂ) * moment HA a k * moment HB b (N - k) := by
  have hc : Commute (HA ⊗ₖ (1 : Matrix n n ℂ)) ((1 : Matrix m m ℂ) ⊗ₖ HB) := by
    unfold Commute SemiconjBy
    rw [← Matrix.mul_kronecker_mul, ← Matrix.mul_kronecker_mul]
    simp only [one_mul, mul_one]
  have hA : ∀ k : ℕ, (HA ⊗ₖ (1 : Matrix n n ℂ)) ^ k = (HA ^ k) ⊗ₖ (1 : Matrix n n ℂ) := by
    intro k
    induction k with
    | zero => simp
    | succ k ih => rw [pow_succ, ih, ← Matrix.mul_kronecker_mul, ← pow_succ, mul_one]
  have hB : ∀ k : ℕ, ((1 : Matrix m m ℂ) ⊗ₖ HB) ^ k = (1 : Matrix m m ℂ) ⊗ₖ (HB ^ k) := by
    intro k
    induction k with
    | zero => simp
    | succ k ih => rw [pow_succ, ih, ← Matrix.mul_kronecker_mul, ← pow_succ, mul_one]
  -- the expectation value as an additive map on operators
  let φ : Matrix (m × n) (m × n) ℂ →+ ℂ :=
    { toFun := fun X => star (tensor a b) ⬝ᵥ (X *ᵥ tensor a b)
      map_zero' := by simp
      map_add' := fun X Y => by rw [Matrix.add_mulVec, dotProduct_add] }
  change φ ((HA ⊗ₖ (1 : Matrix n n ℂ) + (1 : Matrix m m ℂ) ⊗ₖ HB) ^ N) = _
  rw [hc.add_pow, map_sum]
  refine Finset.sum_congr rfl fun k _ => ?_
  have e : φ ((HA ^ k) ⊗ₖ (HB ^ (N - k))) = moment HA a k * moment HB b (N - k) :=
    expectation_kronecker _ _ a b
  rw [← nsmul_eq_mul', map_nsmul, nsmul_eq_mul, hA, hB, ← Matrix.mul_kronecker_mul,
    mul_one, one_mul, e]
  ring

/-- Cumulant additivity: for two non-interacting fragments in a product of unit vectors, every
cumulant of positive order is the sum of the fragment cumulants. -/
theorem cumulant_additive (HA : Matrix m m ℂ) (HB : Matrix n n ℂ) (a : m → ℂ) (b : n → ℂ)
    (ha : star a ⬝ᵥ a = 1) (hb : star b ⬝ᵥ b = 1) (k : ℕ) :
    cumulant (moment (kronSum HA HB) (tensor a b)) (k + 1) =
      cumulant (moment HA a) (k + 1) + cumulant (moment HB b) (k + 1) :=
  cumulant_convolution _ _ _ (by simpa [moment] using ha) (by simpa [moment] using hb)
    (moment_kronSum HA HB a b) k

/-- The first cumulant is the first moment, and the second is the second moment minus the
square of the first. -/
theorem cumulant_one_two (M : ℕ → ℂ) :
    cumulant M 1 = M 1 ∧ cumulant M 2 = M 2 - M 1 ^ 2 := by
  -- unfold the recursion once, at a general order
  have step : ∀ n : ℕ, cumulant M (n + 1) = M (n + 1) -
      ∑ k : Fin n, (n.choose k : ℂ) * cumulant M (k + 1) * M (n - k) := by
    intro n
    rw [cumulant]
  have h1 : cumulant M 1 = M 1 := by
    have h := step 0
    simpa using h
  have h2 := step 1
  simp [h1] at h2
  exact ⟨h1, by linear_combination h2⟩

/-- For unit vectors, the second moment of two non-interacting fragments is the sum of the
fragment second moments plus twice the product of the fragment first moments. -/
theorem second_moment_kronSum (HA : Matrix m m ℂ) (HB : Matrix n n ℂ) (a : m → ℂ) (b : n → ℂ)
    (ha : star a ⬝ᵥ a = 1) (hb : star b ⬝ᵥ b = 1) :
    moment (kronSum HA HB) (tensor a b) 2 =
      moment HA a 2 + moment HB b 2 + 2 * moment HA a 1 * moment HB b 1 := by
  have hA : moment HA a 0 = 1 := by simpa [moment] using ha
  have hB : moment HB b 0 = 1 := by simpa [moment] using hb
  rw [moment_kronSum]
  norm_num [Finset.sum_range_succ, hA, hB]
  ring

end

end CumulantAdditivity
```

```lean
#print axioms CumulantAdditivity.cumulant_additive
#print axioms CumulantAdditivity.cumulant_one_two
#print axioms CumulantAdditivity.second_moment_kronSum
```

```
'CumulantAdditivity.cumulant_additive' depends on axioms: [propext, Classical.choice, Quot.sound]
'CumulantAdditivity.cumulant_one_two' depends on axioms: [propext, Classical.choice, Quot.sound]
'CumulantAdditivity.second_moment_kronSum' depends on axioms: [propext, Classical.choice, Quot.sound]
```

## Moments, cumulants and the joint Hamiltonian

For a matrix H and a vector ψ, `moment H ψ k` is

M_k = ⟨ψ, Hᵏψ⟩,

with the complex conjugate on the left factor. For a unit vector M_0 = 1, and M_k is the expectation value of Hᵏ. The cumulants K_1, K_2, … are defined through

M_(n+1) = Σ_(k=0..n) C(n,k) K_(k+1) M_(n−k),

where C(n,k) is the binomial coefficient. When M_0 = 1, the last term of the sum is K_(n+1) itself, and the function `cumulant` solves the equation for it. Its value 0 at index zero is a convention that plays no part in the result.

The fragments have Hamiltonians HA and HB and states a and b. `tensor a b` is the product state, with components a_i b_j, and `kronSum HA HB` is the joint Hamiltonian

H = HA ⊗ 1 + 1 ⊗ HB,

which contains no coupling. The hypotheses `ha` and `hb` say that a and b are normalised. Under them, `cumulant_additive` states for every natural number k that

K_(k+1)(joint) = K_(k+1)(A) + K_(k+1)(B).

The states need not be eigenvectors, and the matrices need not be Hermitian. For a Hermitian matrix and a unit vector, K_1 is the mean of the energy and K_2 is the variance of the energy; `cumulant_one_two` gives the formulas K_1 = M_1 and K_2 = M_2 − M_1².

In electronic structure this bears on the size consistency of moment-based energy estimates: for finite, non-interacting fragments in a product state, any fixed linear combination of these cumulants is additive, while a non-linear formula needs its own check. For electrons in a finite basis, with the orbitals of one fragment orthogonal to those of the other, the antisymmetrised product of the fragment states becomes such a product in the occupation-number representation, and the Hamiltonian without coupling becomes a sum of the form above; the file does not prove this step. The theorem does not cover the unbounded Hamiltonians of real molecules, whose higher moments need not exist in a given state.

## Commuting fragment terms give a binomial convolution

For fragment operators A and B, the double sum over components separates:

⟨a⊗b, (A⊗B)(a⊗b)⟩ = Σ_(i,j) a_i* b_j* (Aa)_i (Bb)_j = ⟨a, Aa⟩⟨b, Bb⟩.

This is `expectation_kronecker`. The two terms of H commute, since their product in either order is HA ⊗ HB. The binomial theorem therefore applies:

Hⁿ = Σ_(k=0..n) C(n,k) HAᵏ ⊗ HB^(n−k).

Write M, N and P for the moment sequences of A, B and the joint system. Taking expectation values gives

P_n = Σ_(k=0..n) C(n,k) M_k N_(n−k).

In `moment_kronSum`, where the order is called `N`, the fact `hc` supplies the commutation, `hA` and `hB` give the powers of the two terms by induction, and `hc.add_pow` expands the sum. The additive map `φ` then carries the expectation value through it.

At order two, with M_0 = N_0 = 1, the convolution reads

P_2 = M_2 + N_2 + 2 M_1 N_1.

This is `second_moment_kronSum`, and its last term is what spoils the additivity of the raw moments.

## The Leibniz rule turns a product into a sum

Collect each sequence in an exponential generating function, called `egf` in the file:

M(t) = Σ_n M_n tⁿ/n!.

Because C(n,k)/n! = 1/(k!(n−k)!), the convolution becomes an ordinary product, P(t) = M(t)N(t); this is `egf_mul`. Differentiation shifts the sequence by one, because (n+1)/(n+1)! = 1/n!; this is `derivative_egf`.

Now let κ_M(t) = Σ_n K_(n+1) tⁿ/n!, with the cumulants of M, and define κ_N likewise. The recursion, recovered from the definition by `moment_succ`, says

M′ = κ_M M and N′ = κ_N N.

It follows that

P′ = M′N + MN′ = (κ_M + κ_N) MN = (κ_M + κ_N) P.

Comparing the coefficients of tⁿ/n! shows that the summed cumulants satisfy the recursion for P.

That recursion has only one solution. Since P_0 = M_0 N_0 = 1, its last term is K_(n+1) itself. If two solutions agree at all lower orders, subtracting their equations leaves equality of the highest terms. `cumulant_unique` does this by strong induction: `Finset.sum_range_succ` splits off the last term, and `linear_combination` subtracts the equations.

`cumulant_convolution` assembles the argument, with `shift` as the differential equation and `key` as the equation for P′. Its last lines compare coefficients and cancel the factorial. `cumulant_additive` then applies it to the moments of the two fragments.

## A derivative without limits

Mathlib's `PowerSeries.derivative ℂ` acts on formal power series, so neither convergence nor a logarithm of M(t) is needed. It is packaged as a derivation, a linear map D that obeys the product rule, and `Derivation.leibniz` supplies that rule as

D(fg) = f • Dg + g • Df.

The dot is the action of a ring on a module. Here the module is the ring of power series itself, so `smul_eq_mul` turns the dot into multiplication. Once `shift` has replaced the derivatives of M and N, the remaining identity is commutative algebra, which `ring` closes.

## Two two-level fragments

Take HA = diag(0, 4) with a = (√3/2, 1/2), and HB = diag(0, 2) with b = (1/√2, 1/√2). The joint energies 0, 2, 4, 6 have probabilities 3/8, 3/8, 1/8, 1/8. The moments of orders 1, 2, 3 are

A: 1, 4, 16
B: 1, 2, 4
joint: 2, 8, 38.

The second moments of the fragments add to 6 and not to 8; the missing 2 is 2 M_1 N_1. For the joint cumulants the recursion gives

K_1 = 2
K_2 = 8 − 2·2 = 4
K_3 = 38 − 2·8 − 2·4·2 = 6.

The same steps give 1, 3, 6 for A and 1, 1, 0 for B, which add to 2, 4, 6.
